# The configurational partition function of a classical parabolic donor is a Gaussian integral

The donor state has energy `K * x ^ 2 / 2` along one classical coordinate, and its configurational partition function is the integral of the Boltzmann factor over the whole real line, with no momentum part and with temperature `T` in energy units. The theorem says that this integral equals √(2πT/K). The physical case has `K` and `T` positive, though the Lean statement assumes neither. The proof rewrites the exponent as `-(K / (2 * T)) * x ^ 2`, applies Mathlib's Gaussian integral formula, and then tries to show that the expressions under the two square roots agree.

In Lean, a first try:

```lean
import Mathlib

open MeasureTheory

namespace MarcusParabolas

noncomputable section

/-- Energy of the donor state: a parabola of force constant `K` centred at the origin. -/
def donor (K x : ℝ) : ℝ := K * x ^ 2 / 2

/-- Classical configurational partition function of the donor, for `K, T > 0`,
with the temperature in energy units. -/
def partitionFunction (K T : ℝ) : ℝ := ∫ x : ℝ, Real.exp (-donor K x / T)

/-- The donor partition function is `√(2 π T / K)`. -/
theorem partitionFunction_eq (K T : ℝ) :
    partitionFunction K T = Real.sqrt (2 * Real.pi * T / K) := by
  have e : ∀ x : ℝ, -donor K x / T = -(K / (2 * T)) * x ^ 2 := by
    intro x
    unfold donor
    ring
  unfold partitionFunction
  simp_rw [e]
  rw [integral_gaussian]
  congr 1
  ring

end

end MarcusParabolas
```

Messages:

```
Try this:
  [apply] ring_nf
  
  The `ring` tactic failed to close the goal. Use `ring_nf` to obtain a normal form.
    
  Note that `ring` works primarily in *commutative* rings. If you have a noncommutative ring, abelian group or module, consider using `noncomm_ring`, `abel` or `module` instead.
Main.lean:18:63: error: unsolved goals
K T : ℝ
e : ∀ (x : ℝ), -donor K x / T = -(K / (2 * T)) * x ^ 2
⊢ Real.pi * K⁻¹ * T⁻¹⁻¹ * 2 = Real.pi * T * K⁻¹ * 2
```

Both messages concern the last `ring`. The first says that it did not close the goal and suggests `ring_nf`, which would only normalise the goal, not prove it. The error shows what remained after normalisation: the two sides differ only in that the left has `T⁻¹⁻¹` where the right has `T`.

The double inverse comes from `integral_gaussian`, which gives π divided by the coefficient `K / (2 * T)`. `T` is thus in the denominator of a denominator, and `ring` did not reduce its double inverse to `T`. The equation is true even at `T = 0`, since Lean sets the inverse of zero to zero, so no hypothesis was missing.

The added line rewrites with `div_div_eq_mul_div`, which turns `a / (b / c)` into `a * c / b`. The left side becomes `Real.pi * (2 * T) / K`, with `T` in the numerator and no nested division. Only the order of the factors now differs from the right side, and `ring` settles that.

After these edits no error is left:

```diff
@@ -25,4 +25,5 @@
   rw [integral_gaussian]
   congr 1
+  rw [div_div_eq_mul_div]
   ring
 
```
